# A one-electron DFT+U bond has a unique self-consistent occupation at every level offset exactly when U is at most four times the hopping

One electron is shared between two orbitals coupled by a hopping amplitude −t, and a DFT+U correction of strength U acts on the first orbital. Let n be the occupation of that orbital and d its level offset from the second orbital at n = 1/2. For t, U > 0 the self-consistency condition is

v(n) = d + U(1/2 − n)

n = (1 − v(n)/√(v(n)² + 4t²))/2.

It has exactly one solution for every real d if and only if U ≤ 4t. For d = 0 and U > 4t it has exactly three:

n = 1/2 and n = 1/2 ± √(1/4 − 4t²/U²).

With t = 1 and U = 5, these are 0.2, 0.5 and 0.8.

## Dependence on the starting occupation

A DFT+U loop builds a potential from an occupation and then recomputes the occupation. In this two-orbital model with fixed t and d, all self-consistent results agree when U ≤ 4t, whatever the starting guess. For U > 4t and d = 0, a converged n may depend on the initial occupation or the mixing scheme, so several starting values are worth trying.

## From the bond Hamiltonian to the threshold

**Occupation.** A real normalised state (a, b) has energy va² − 2tab when the orbital levels are v and 0. Put s = √(v² + 4t²), x = a² − b² and y = 2ab, so that x² + y² = 1. The energy is (v + vx − 2ty)/2, and

(sx + v)² + (sy − 2t)² = 2s(s + vx − 2ty).

The left side is non-negative, so the energy is at least (v − s)/2. Equality requires x = −v/s and y = 2t/s. This point lies on the unit circle and is reached by a real state, so the minimum is attained and

n = a² = (1 + x)/2 = (1 − v/s)/2.

**Level.** The orbital energy with its correction is dn + (U/2)n(1 − n). Its derivative with respect to n is d + U(1/2 − n), which is v(n).

**Existence.** Since |v| < s, the occupation produced by any level lies strictly between 0 and 1. Produced occupation minus n is therefore positive at n = 0 and negative at n = 1. It is continuous, so it vanishes somewhere between.

**Uniqueness for U ≤ 4t.** Take levels v < w with s = √(v² + 4t²) and r = √(w² + 4t²). Expanding gives

(ws − vr)(r + s) = (w − v)(4t² + rs − wv).

Cauchy–Schwarz gives 4t² − wv ≤ rs. Also r + s > 4t, because r and s are both at least 2t and can't both equal 2t when v ≠ w. Hence

w/r − v/s ≤ 2(w − v)/(r + s) < (w − v)/(2t).

Suppose n₁ < n₂ are two solutions. Their levels differ by v(n₁) − v(n₂) = U(n₂ − n₁), and the self-consistency condition makes the corresponding ratios v/s differ by 2(n₂ − n₁). The inequality becomes 2(n₂ − n₁) < U(n₂ − n₁)/(2t), so U > 4t.

**Three solutions at d = 0.** Now v = U(1/2 − n), and the condition becomes

(n − 1/2)(s − U/2) = 0.

Either n = 1/2, or s = U/2. Squaring the second equation gives U²(n − 1/2)² + 4t² = U²/4, hence (n − 1/2)² = 1/4 − 4t²/U². For U > 4t the right side is positive and there are three distinct solutions. So for every U > 4t, uniqueness fails at d = 0.

## The Lean file

```lean
import Mathlib

open Matrix

namespace HubbardCovalentBond

noncomputable section

/-- One-electron Hamiltonian of a bond between orbitals with levels `v` and `0` and
hopping amplitude `-t`. -/
def bond (t v : ℝ) : Matrix (Fin 2) (Fin 2) ℝ := !![v, -t; -t, 0]

/-- A real normalised state that minimises the energy expectation value of the bond among
all real normalised states. -/
def IsGroundState (t v : ℝ) (ψ : Fin 2 → ℝ) : Prop :=
  ψ 0 ^ 2 + ψ 1 ^ 2 = 1 ∧ ∀ φ : Fin 2 → ℝ, φ 0 ^ 2 + φ 1 ^ 2 = 1 →
    ψ ⬝ᵥ bond t v *ᵥ ψ ≤ φ ⬝ᵥ bond t v *ᵥ φ

/-- The bonding-antibonding gap `√(v² + 4t²)`. -/
def gap (t v : ℝ) : ℝ := √(v ^ 2 + 4 * t ^ 2)

/-- The occupation formula `(1 - v/√(v² + 4t²))/2`, for `v` and `t` not both zero. -/
def occupation (t v : ℝ) : ℝ := (1 - v / gap t v) / 2

/-- Orbital energy `d n` with the DFT+U correction `(U/2) n (1 - n)`. -/
def orbitalEnergy (d U n : ℝ) : ℝ := d * n + U / 2 * (n * (1 - n))

/-- The corrected orbital level `d + U(1/2 - n)`. -/
def siteLevel (d U n : ℝ) : ℝ := d + U * (1 / 2 - n)

/-- The occupation `n` reproduces itself through the level that it generates. -/
def SelfConsistent (t U d n : ℝ) : Prop := n = occupation t (siteLevel d U n)

/-- The number `√(1/4 - 4t²/U²)`, for `U ≥ 4t > 0`. -/
def shift (t U : ℝ) : ℝ := √(1 / 4 - 4 * t ^ 2 / U ^ 2)

variable {t U : ℝ}

/-- For `t > 0` the gap is positive and its square is `v² + 4t²`. -/
theorem gap_spec (ht : 0 < t) (v : ℝ) :
    0 < gap t v ∧ gap t v ^ 2 = v ^ 2 + 4 * t ^ 2 :=
  ⟨Real.sqrt_pos.2 (by positivity), Real.sq_sqrt (by positivity)⟩

/-- For `t > 0`, the gap times the occupation is half the difference of gap and level. -/
theorem gap_mul_occupation (ht : 0 < t) (v : ℝ) :
    gap t v * occupation t v = (gap t v - v) / 2 := by
  have hs := (gap_spec ht v).1
  have h : gap t v * (v / gap t v) = v := by field_simp
  unfold occupation
  linear_combination (-1 / 2) * h

/-- For `t > 0` the occupation lies strictly between zero and one. -/
theorem occupation_bounds (ht : 0 < t) (v : ℝ) :
    0 < occupation t v ∧ occupation t v < 1 := by
  obtain ⟨hs, hs2⟩ := gap_spec ht v
  have hv := abs_lt.mp (abs_lt_of_sq_lt_sq (by nlinarith [pow_pos ht 2] :
    v ^ 2 < gap t v ^ 2) hs.le)
  have h1 : v / gap t v < 1 := (div_lt_one hs).2 hv.2
  have h2 : -1 < v / gap t v := by
    rw [lt_div_iff₀ hs]
    linarith [hv.1]
  unfold occupation
  constructor <;> linarith

/-- For `t > 0`, every ground state of the bond has weight `(1 - v/√(v² + 4t²))/2` on the
first orbital. -/
theorem ground_state_occupation (ht : 0 < t) {v : ℝ} {ψ : Fin 2 → ℝ}
    (h : IsGroundState t v ψ) : ψ 0 ^ 2 = occupation t v := by
  obtain ⟨hn, hmin⟩ := h
  obtain ⟨hs, hs2⟩ := gap_spec ht v
  have hp := (occupation_bounds ht v).1
  have hsp := gap_mul_occupation ht v
  have energy (φ : Fin 2 → ℝ) :
      φ ⬝ᵥ bond t v *ᵥ φ = v * φ 0 ^ 2 - 2 * t * (φ 0 * φ 1) := by
    simp [bond, Matrix.mulVec, dotProduct, Fin.sum_univ_two]
    ring
  -- a trial state that attains the lower level
  obtain ⟨a, b, ha, hb, hab⟩ : ∃ a b : ℝ, a ^ 2 = occupation t v ∧
      b ^ 2 = 1 - occupation t v ∧ a * b = t / gap t v := by
    have hr := Real.sqrt_pos.2 hp
    have hr2 := Real.sq_sqrt hp.le
    refine ⟨√(occupation t v), t / (gap t v * √(occupation t v)), hr2, ?_, by field_simp⟩
    rw [div_pow, mul_pow, hr2, div_eq_iff (mul_pos (pow_pos hs 2) hp).ne']
    linear_combination (gap t v * occupation t v + (gap t v - v) / 2 - gap t v) * hsp
      - (1 / 4) * hs2
  have hE : ![a, b] ⬝ᵥ bond t v *ᵥ ![a, b] = v * a ^ 2 - 2 * t * (a * b) := energy ![a, b]
  have hle := hmin ![a, b] (show a ^ 2 + b ^ 2 = 1 by linarith)
  rw [energy, hE, ha, hab] at hle
  have hts : gap t v * (t / gap t v) = t := by field_simp
  have hlow : v * occupation t v - 2 * t * (t / gap t v) = (v - gap t v) / 2 := by
    apply mul_left_cancel₀ hs.ne'
    linear_combination v * hsp - 2 * t * hts + (1 / 2) * hs2
  -- a sum of squares then fixes the polarization
  have e1 : v * (ψ 0 ^ 2 - ψ 1 ^ 2) - 2 * t * (2 * ψ 0 * ψ 1) ≤ -gap t v := by
    have hv : v * (ψ 0 ^ 2 + ψ 1 ^ 2) = v := by rw [hn, mul_one]
    linarith
  have e2 : gap t v ^ 2 * ((ψ 0 ^ 2 - ψ 1 ^ 2) ^ 2 + (2 * ψ 0 * ψ 1) ^ 2) = gap t v ^ 2 := by
    linear_combination gap t v ^ 2 * (ψ 0 ^ 2 + ψ 1 ^ 2 + 1) * hn
  have e3 : (gap t v * (ψ 0 ^ 2 - ψ 1 ^ 2) + v) ^ 2 ≤ 0 := by
    nlinarith [mul_le_mul_of_nonneg_left e1 hs.le,
      sq_nonneg (gap t v * (2 * ψ 0 * ψ 1) - 2 * t)]
  have hx := (pow_eq_zero_iff two_ne_zero).mp (le_antisymm e3 (sq_nonneg _))
  apply mul_left_cancel₀ hs.ne'
  linear_combination (1 / 2) * hx + (gap t v / 2) * hn - hsp

/-- The corrected level is the derivative of the DFT+U orbital energy with respect to the
occupation. -/
theorem hasDerivAt_orbitalEnergy (d U n : ℝ) :
    HasDerivAt (orbitalEnergy d U) (siteLevel d U n) n := by
  have h := ((hasDerivAt_id' n).const_mul d).fun_add
    (((hasDerivAt_id' n).fun_mul ((hasDerivAt_id' n).const_sub 1)).const_mul (U / 2))
  exact h.congr_deriv (by unfold siteLevel; ring)

/-- For `t > 0` and `v < w`, the difference `w/√(w² + 4t²) - v/√(v² + 4t²)` is less than
`(w - v)/(2t)`. -/
theorem polarization_lt (ht : 0 < t) {v w : ℝ} (hvw : v < w) :
    w / gap t w - v / gap t v < (w - v) / (2 * t) := by
  obtain ⟨hr, hr2⟩ := gap_spec ht w
  obtain ⟨hs, hs2⟩ := gap_spec ht v
  generalize gap t w = r at hr hr2 ⊢
  generalize gap t v = s at hs hs2 ⊢
  have hd : 0 < w - v := sub_pos.2 hvw
  have h1 : 2 * t ≤ r := by nlinarith [sq_nonneg w]
  have h2 : 2 * t ≤ s := by nlinarith [sq_nonneg v]
  have hsum : 4 * t < r + s := by
    by_contra h
    have h' := not_lt.mp h
    have hr' : r = 2 * t := by linarith
    have hs' : s = 2 * t := by linarith
    rw [hr'] at hr2
    rw [hs'] at hs2
    have hw : w = 0 := (pow_eq_zero_iff two_ne_zero).mp (by linarith : w ^ 2 = 0)
    have hv : v = 0 := (pow_eq_zero_iff two_ne_zero).mp (by linarith : v ^ 2 = 0)
    linarith
  -- Cauchy-Schwarz for (2t, w) and (2t, -v)
  have hc : 4 * t ^ 2 - w * v ≤ r * s := by
    refine (le_abs_self _).trans (abs_le_of_sq_le_sq ?_ (by positivity))
    rw [mul_pow, hr2, hs2]
    nlinarith [sq_nonneg (t * (w + v))]
  have hc' : 4 * t ^ 2 + r * s - w * v ≤ 2 * (r * s) := by linarith
  rw [div_sub_div _ _ hr.ne' hs.ne', div_lt_div_iff₀ (by positivity) (by positivity)]
  refine lt_of_mul_lt_mul_right ?_ (add_pos hr hs).le
  calc (w * s - r * v) * (2 * t) * (r + s)
      = (w - v) * (4 * t ^ 2 + r * s - w * v) * (2 * t) := by
        linear_combination 2 * t * (w * hs2 - v * hr2)
    _ ≤ (w - v) * (2 * (r * s)) * (2 * t) :=
        mul_le_mul_of_nonneg_right (mul_le_mul_of_nonneg_left hc' hd.le) (by positivity)
    _ = (w - v) * (r * s) * (4 * t) := by ring
    _ < (w - v) * (r * s) * (r + s) :=
        mul_lt_mul_of_pos_left hsum (mul_pos hd (mul_pos hr hs))

/-- For `t > 0` and `0 < U ≤ 4t` there is exactly one self-consistent occupation at every
level offset `d`. -/
theorem existsUnique_selfConsistent (ht : 0 < t) (hU : 0 < U) (h : U ≤ 4 * t) (d : ℝ) :
    ∃! n, SelfConsistent t U d n := by
  have hg : Continuous (gap t) :=
    (by fun_prop : Continuous fun v : ℝ => √(v ^ 2 + 4 * t ^ 2))
  have ho : Continuous (occupation t) := (continuous_const.sub
    (continuous_id.div hg fun v => (gap_spec ht v).1.ne')).div_const 2
  have hl : Continuous (siteLevel d U) :=
    (by fun_prop : Continuous fun n : ℝ => d + U * (1 / 2 - n))
  have hc : Continuous fun n => occupation t (siteLevel d U n) - n :=
    (ho.comp hl).sub continuous_id
  -- the occupation map sends [0, 1] into itself
  obtain ⟨n, -, hn⟩ := intermediate_value_Icc' (zero_le_one' ℝ) hc.continuousOn
    (show (0 : ℝ) ∈ Set.Icc _ _ from
      ⟨by linarith [(occupation_bounds ht (siteLevel d U 1)).2],
       by linarith [(occupation_bounds ht (siteLevel d U 0)).1]⟩)
  have aux : ∀ a b, SelfConsistent t U d a → SelfConsistent t U d b → ¬ a < b := by
    intro a b ha hb hab
    have hv : siteLevel d U a - siteLevel d U b = U * (b - a) := by unfold siteLevel; ring
    have hlt := polarization_lt ht
      (sub_pos.mp (hv ▸ mul_pos hU (sub_pos.2 hab)) : siteLevel d U b < siteLevel d U a)
    unfold SelfConsistent occupation at ha hb
    rw [hv, lt_div_iff₀ (by positivity)] at hlt
    have he : siteLevel d U a / gap t (siteLevel d U a)
        - siteLevel d U b / gap t (siteLevel d U b) = 2 * (b - a) := by linarith
    rw [he] at hlt
    nlinarith [mul_nonneg (sub_nonneg.2 h) (sub_pos.2 hab).le]
  have hn' : SelfConsistent t U d n := (sub_eq_zero.mp hn).symm
  exact ⟨n, hn', fun m hm => le_antisymm (not_lt.mp (aux n m hn' hm))
    (not_lt.mp (aux m n hm hn'))⟩

/-- For `t > 0`, `U > 4t` and `d = 0` the self-consistent occupations are `1/2` and
`1/2 ± √(1/4 - 4t²/U²)`, and these are three different numbers. -/
theorem three_solutions (ht : 0 < t) (h : 4 * t < U) :
    {n | SelfConsistent t U 0 n} = {1 / 2, 1 / 2 + shift t U, 1 / 2 - shift t U} ∧
      {n | SelfConsistent t U 0 n}.ncard = 3 := by
  have hU : 0 < U := by linarith
  have hD : 0 < 1 / 4 - 4 * t ^ 2 / U ^ 2 := by
    rw [sub_pos, div_lt_iff₀ (by positivity)]
    nlinarith
  have hδ : 0 < shift t U := Real.sqrt_pos.2 hD
  have hδ2 : shift t U ^ 2 = 1 / 4 - 4 * t ^ 2 / U ^ 2 := Real.sq_sqrt hD.le
  have hq : U ^ 2 * (4 * t ^ 2 / U ^ 2) = 4 * t ^ 2 := by field_simp
  have hUδ : U ^ 2 * shift t U ^ 2 = U ^ 2 / 4 - 4 * t ^ 2 := by
    rw [hδ2]
    linear_combination -hq
  have hset : {n | SelfConsistent t U 0 n} =
      {1 / 2, 1 / 2 + shift t U, 1 / 2 - shift t U} := by
    ext n
    simp only [Set.mem_ofPred_eq, Set.mem_insert_iff, Set.mem_singleton_iff]
    have hv : siteLevel 0 U n = U * (1 / 2 - n) := by unfold siteLevel; ring
    obtain ⟨hs, hs2⟩ := gap_spec ht (U * (1 / 2 - n))
    have hsp := gap_mul_occupation ht (U * (1 / 2 - n))
    unfold SelfConsistent
    rw [hv]
    generalize gap t (U * (1 / 2 - n)) = s at hs hs2 hsp
    generalize occupation t (U * (1 / 2 - n)) = p at hsp ⊢
    constructor
    · intro hn
      -- either half filling, or the gap equals U/2
      have hf : (n - 1 / 2) * (s - U / 2) = 0 := by linear_combination hsp + s * hn
      rcases mul_eq_zero.mp hf with h0 | h0
      · left; linarith
      · have hm : U ^ 2 * ((n - 1 / 2 - shift t U) * (n - 1 / 2 + shift t U)) = 0 := by
          linear_combination (s + U / 2) * h0 - hs2 - hUδ
        rcases mul_eq_zero.mp ((mul_eq_zero.mp hm).resolve_left (by positivity)) with h1 | h1
        · right; left; linarith
        · right; right; linarith
    · intro hn
      apply mul_left_cancel₀ hs.ne'
      rw [hsp]
      rcases hn with h0 | h0
      · linear_combination (s - U / 2) * h0
      · have hm : (n - 1 / 2) ^ 2 = shift t U ^ 2 := by
          rcases h0 with h0 | h0 <;> rw [h0] <;> ring
        have hf : (s - U / 2) * (s + U / 2) = 0 := by
          linear_combination hs2 + U ^ 2 * hm + hUδ
        have h1 := (mul_eq_zero.mp hf).resolve_right (by positivity)
        linear_combination (n - 1 / 2) * h1
  refine ⟨hset, Set.ncard_eq_three.mpr ⟨_, _, _, ?_, ?_, ?_, hset⟩⟩ <;>
    intro he <;> linarith

/-- For `t, U > 0`, the self-consistent occupation is unique at every level offset exactly
when `U ≤ 4t`. -/
theorem unique_for_all_offsets_iff (ht : 0 < t) (hU : 0 < U) :
    (∀ d, ∃! n, SelfConsistent t U d n) ↔ U ≤ 4 * t := by
  refine ⟨fun h => ?_, existsUnique_selfConsistent ht hU⟩
  by_contra hlt
  obtain ⟨n, hn, huniq⟩ := h 0
  have hone : {m | SelfConsistent t U 0 m} = {n} := by
    ext m
    exact ⟨fun hm => huniq m hm, fun hm => by rw [Set.mem_singleton_iff.mp hm]; exact hn⟩
  have hcard := (three_solutions ht (not_le.mp hlt)).2
  rw [hone, Set.ncard_singleton] at hcard
  omega

end

end HubbardCovalentBond
```

```lean
#print axioms HubbardCovalentBond.ground_state_occupation
#print axioms HubbardCovalentBond.hasDerivAt_orbitalEnergy
#print axioms HubbardCovalentBond.existsUnique_selfConsistent
#print axioms HubbardCovalentBond.unique_for_all_offsets_iff
```

```
'HubbardCovalentBond.ground_state_occupation' depends on axioms: [propext, Classical.choice, Quot.sound]
'HubbardCovalentBond.hasDerivAt_orbitalEnergy' depends on axioms: [propext, Classical.choice, Quot.sound]
'HubbardCovalentBond.existsUnique_selfConsistent' depends on axioms: [propext, Classical.choice, Quot.sound]
'HubbardCovalentBond.unique_for_all_offsets_iff' depends on axioms: [propext, Classical.choice, Quot.sound]
```

## What the definitions and theorems say

`bond t v` is the real 2×2 Hamiltonian, and `IsGroundState` means a normalised minimiser of its energy expectation among real states. Lean's indices 0 and 1 denote the first and second orbitals. `gap` is the bonding–antibonding splitting s of this Hamiltonian, not a band gap. `siteLevel` is v(n), and `SelfConsistent t U d n` is the displayed condition on n. `shift` is the square root in the three-solution formula.

`unique_for_all_offsets_iff` states the equivalence for t, U > 0. `three_solutions` gives the solution set at d = 0 and its cardinality, for t > 0 and U > 4t. Solutions range over all real n; their restriction to physical occupations follows from the equation.

## How the lemmas fit together

`gap_spec`, `gap_mul_occupation` and `occupation_bounds` supply the algebra of s and the strict bounds on the occupation. `ground_state_occupation` compares a minimiser with an explicit trial state of energy (v − s)/2. The sum of squares then forces sx + v = 0, through `nlinarith`. `hasDerivAt_orbitalEnergy` identifies the level as a derivative.

`polarization_lt` proves the strict inequality for v/s, which is the second orbital's weight minus the first's. Its `calc` block follows the expansion above. `existsUnique_selfConsistent` combines it with the intermediate value theorem. `three_solutions` obtains the factorisation with `linear_combination` and checks both directions of the set equality. The final equivalence uses the count of three to contradict uniqueness when U > 4t.

## Limits for a production calculation

The step left to the user is the reduction of a real bond to one electron in two orthonormal orbitals, with t, d and U held fixed while n changes. In a full calculation the remaining density responds as well, so 4t is not a general threshold for DFT+U.

The theorems concern solutions, not iterations: they don't guarantee that a given mixing scheme converges. They don't rank the three solutions by energy, and they give no count for U > 4t at nonzero d.
